# The sixth vacuum moment of a + b with ab − q ba = 1 is 5 + 6q + 3q² + q³

## Do the crossings of six contracted operators give the sixth moment?

Does the vacuum have to be a vector in a Fock space here, or is it enough to have a linear functional ω that vanishes on any product ending in the lowering operator a or beginning with the raising operator b? With ab − q ba = 1, I expect the vacuum expectation of (a + b)⁶ to be a sum over the fifteen ways of contracting six operators in pairs, with a factor q for each crossing of two contraction lines. I get 5 + 6q + 3q² + q³. Can this be made rigorous and machine-checked?

## A linear functional is enough

Yes. Take ω linear, with ω(1) = 1 and ω(xa) = ω(bx) = 0 for every x. These two conditions stand for a|0⟩ = 0 and ⟨0|b = 0. No inner product is needed, and b need not be the adjoint of a.

**The moment.** From ab = 1 + q ba,

(a + b)² = b² + (1 + q) ba + a² + 1.

Multiply by a + b from the left, using

ab² = (1 + q) b + q² b²a,
aba = a + q ba².

With [3] = 1 + q + q², this gives

(a + b)³ = b³ + [3] b²a + [3] ba² + a³ + (2 + q)(a + b).

Now write (a + b)⁶ as a product of two cubes. Terms of the left cube that begin with b vanish under ω, as do terms of the right cube that end in a. What remains is

ω((a³ + (2 + q) a)(b³ + (2 + q) b)).

For the four products:

- ω(ab) = 1 + q ω(ba) = 1.
- a³b = a² + q a²ba ends in a throughout, so ω(a³b) = 0.
- ab³ = [3] b² + q³ b³a begins with b throughout, so ω(ab³) = 0.
- ω(a³b³) = [3] ω(a²b²) = [3](1 + q) ω(ab) = (1 + q)(1 + q + q²).

Therefore

ω((a + b)⁶) = (1 + q)(1 + q + q²) + (2 + q)² = 5 + 6q + 3q² + q³.

**The pairings.** Number the positions 0 to 5. Four positions have three pairings, of which one has a crossing, so their sum is 2 + q. Sort the pairings of six by the partner of 0:

- Partner 1 or 5: the line from 0 crosses nothing, giving 2 + q each.
- Partner 2 or 4: exactly one other line crosses it, giving q(2 + q) each.
- Partner 3: the three remaining pairings give 1 + q² + q³.

The total is again 5 + 6q + 3q² + q³.

**What the Lean statement says.** `R` is any commutative ring of scalars, `A` any algebra over it, and `ω : A →ₗ[R] R` the vacuum functional. A member of `pairings 6` is a permutation σ of `Fin 6` that moves every position and is its own inverse. `crossings` counts the pairs i < j < σ i < σ j, so each crossing is counted once. `sixth_moment` states that the moment equals both the pairing sum and the polynomial.

It covers six copies of one single-mode field. The two sides agree because each is computed; a Wick rule for arbitrary products is not derived. For a single harmonic mode, q = 1 gives 15, the number that enters the first-order ground-state energy shift from an x⁶ perturbation.

`sixth_moment_witness` shows that the hypotheses can be met for every q, using operators on sequences of amplitudes. There `raise` has weight 1 and `lower` carries the whole factor `qNum q (n + 1)`; at q = 1, normalised number states would give each operator √(n + 1).

```lean
import Mathlib

open Finset

namespace QWickSixthMoment

/-- The complete pairings of `n` operators, as permutations that exchange each position
with a different partner. -/
def pairings (n : ℕ) : Finset (Equiv.Perm (Fin n)) :=
  Finset.univ.filter (fun σ => ∀ i, σ i ≠ i ∧ σ (σ i) = i)

/-- The number of crossings of a pairing: pairs of contraction lines whose endpoints
interlace as `i < j < σ i < σ j`. -/
def crossings {n : ℕ} (σ : Equiv.Perm (Fin n)) : ℕ :=
  ((Finset.univ : Finset (Fin n × Fin n)).filter
    (fun p => p.1 < p.2 ∧ p.2 < σ p.1 ∧ σ p.1 < σ p.2)).card

/-- Among the pairings of six operators, five have no crossing, six have one,
three have two and one has three. -/
theorem crossing_census :
    (pairings 6).val.map crossings =
      Multiset.replicate 5 0 + Multiset.replicate 6 1 +
        Multiset.replicate 3 2 + Multiset.replicate 1 3 := by
  decide +kernel

/-- The sum over pairings of six operators, with a factor `q` for each crossing,
is `5 + 6q + 3q² + q³`. -/
theorem pairing_sum {R : Type*} [CommRing R] (q : R) :
    ∑ σ ∈ pairings 6, q ^ crossings σ = 5 + 6 * q + 3 * q ^ 2 + q ^ 3 := by
  have h : ∑ σ ∈ pairings 6, q ^ crossings σ =
      (((pairings 6).val.map crossings).map (fun k => q ^ k)).sum := by
    rw [Multiset.map_map]
    rfl
  rw [h, crossing_census]
  simp only [Multiset.map_add, Multiset.map_replicate, Multiset.sum_add,
    Multiset.sum_replicate, nsmul_eq_mul]
  push_cast
  ring

section Algebra

variable {R A : Type*} [CommRing R] [Ring A] [Algebra R A]

/-- Moving `a` to the right past `b` in front of any operator `y` leaves a contraction
and a term weighted by `q`. -/
theorem move_past {q : R} {a b : A} (h : a * b - q • (b * a) = 1) (y : A) :
    a * (b * y) = y + q • (b * (a * y)) := by
  have hab : a * b = 1 + q • (b * a) := sub_eq_iff_eq_add.mp h
  rw [← mul_assoc, hab, add_mul, one_mul, smul_mul_assoc, mul_assoc]

/-- The normal-ordered form of the cube of the field `a + b`. -/
theorem field_cube {q : R} {a b : A} (h : a * b - q • (b * a) = 1) :
    (a + b) ^ 3 = b ^ 3 + (1 + q + q ^ 2) • (b ^ 2 * a) + (1 + q + q ^ 2) • (b * a ^ 2)
      + a ^ 3 + (2 + q) • (a + b) := by
  have hab : a * b = 1 + q • (b * a) := sub_eq_iff_eq_add.mp h
  have hab' := move_past h
  simp only [pow_succ, pow_zero, one_mul, mul_one, mul_add, add_mul, smul_mul_assoc,
    mul_smul_comm, mul_assoc, hab, hab']
  module

/-- The vacuum expectation of `a ^ 3 * b ^ 3`, in which the three raising operators act first, is
`(1 + q)(1 + q + q²)`. -/
theorem three_quanta {q : R} {a b : A} (h : a * b - q • (b * a) = 1)
    (ω : A →ₗ[R] R) (h1 : ω 1 = 1) (hb : ∀ x, ω (b * x) = 0) :
    ω (a ^ 3 * b ^ 3) = (1 + q) * (1 + q + q ^ 2) := by
  have hab : a * b = 1 + q • (b * a) := sub_eq_iff_eq_add.mp h
  have hab' := move_past h
  simp only [pow_succ, pow_zero, one_mul, mul_one, mul_add, add_mul,
    mul_smul_comm, mul_assoc, hab, hab', map_add, map_smul, h1, hb, smul_eq_mul,
    mul_zero, add_zero]
  ring

/-- The sixth vacuum moment of the field `a + b` is the sum over pairings of six operators
with a factor `q` for each crossing, and equals `5 + 6q + 3q² + q³`. -/
theorem sixth_moment {q : R} {a b : A} (h : a * b - q • (b * a) = 1)
    (ω : A →ₗ[R] R) (h1 : ω 1 = 1) (ha : ∀ x, ω (x * a) = 0) (hb : ∀ x, ω (b * x) = 0) :
    ω ((a + b) ^ 6) = ∑ σ ∈ pairings 6, q ^ crossings σ ∧
      ω ((a + b) ^ 6) = 5 + 6 * q + 3 * q ^ 2 + q ^ 3 := by
  have hab : a * b = 1 + q • (b * a) := sub_eq_iff_eq_add.mp h
  have hab' := move_past h
  -- split the cube into a part that survives and a part ending in `a`, or beginning with `b`
  obtain ⟨y, hy⟩ : ∃ y, (a + b) ^ 3 = b ^ 3 + (2 + q) • b + y * a := by
    refine ⟨(1 + q + q ^ 2) • (b ^ 2 + b * a) + a ^ 2 + (2 + q) • (1 : A), ?_⟩
    rw [field_cube h]
    simp only [pow_succ, pow_zero, one_mul, add_mul, smul_mul_assoc, mul_assoc]
    module
  obtain ⟨z, hz⟩ : ∃ z, (a + b) ^ 3 = a ^ 3 + (2 + q) • a + b * z := by
    refine ⟨b ^ 2 + (1 + q + q ^ 2) • (b * a + a ^ 2) + (2 + q) • (1 : A), ?_⟩
    rw [field_cube h]
    simp only [pow_succ, pow_zero, one_mul, mul_one, mul_add, mul_smul_comm, mul_assoc]
    module
  have split : (a + b) ^ 6 = (a ^ 3 + (2 + q) • a) * (b ^ 3 + (2 + q) • b)
      + (a ^ 3 + (2 + q) • a) * y * a + b * (z * (a + b) ^ 3) := by
    calc (a + b) ^ 6 = (a + b) ^ 3 * (a + b) ^ 3 := by rw [← pow_add]
      _ = (a ^ 3 + (2 + q) • a + b * z) * (a + b) ^ 3 := by rw [← hz]
      _ = (a ^ 3 + (2 + q) • a) * (a + b) ^ 3 + b * (z * (a + b) ^ 3) := by
          rw [add_mul _ (b * z), mul_assoc b z]
      _ = _ := by
          congr 1
          rw [hy, mul_add _ _ (y * a), ← mul_assoc _ y a]
  have expand : (a ^ 3 + (2 + q) • a) * (b ^ 3 + (2 + q) • b) =
      a ^ 3 * b ^ 3 + (2 + q) • (a ^ 3 * b) + (2 + q) • (a * b ^ 3)
        + (2 + q) ^ 2 • (a * b) := by
    simp only [add_mul, mul_add, smul_mul_assoc, mul_smul_comm]
    module
  -- unequal numbers of raising and lowering operators give zero
  have h31 : ω (a ^ 3 * b) = 0 := by
    simp only [pow_succ, pow_zero, one_mul, mul_one, mul_add, mul_smul_comm, mul_assoc,
      hab, hab', map_add, map_smul, ha, hb, smul_zero, add_zero]
  have h13 : ω (a * b ^ 3) = 0 := by
    simp only [pow_succ, pow_zero, one_mul, mul_one, mul_add, mul_smul_comm, mul_assoc,
      hab, hab', map_add, map_smul, hb, smul_zero, add_zero]
  have h11 : ω (a * b) = 1 := by
    rw [hab, map_add, map_smul, h1, hb, smul_zero, add_zero]
  have main : ω ((a + b) ^ 6) = 5 + 6 * q + 3 * q ^ 2 + q ^ 3 := by
    rw [split, map_add, map_add, ha, hb, expand]
    simp only [map_add, map_smul, three_quanta h ω h1 hb, h31, h13, h11, smul_eq_mul]
    ring
  exact ⟨main.trans (pairing_sum q).symm, main⟩

end Algebra

section Fock

variable {R : Type*} [CommRing R]

/-- The `q`-number `1 + q + ... + q^(n-1)`. -/
def qNum (q : R) (n : ℕ) : R := ∑ k ∈ range n, q ^ k

/-- The lowering operator on number-state amplitudes, taking state `n + 1` to state `n`
with weight `qNum q (n + 1)`. -/
def lower (q : R) : Module.End R (ℕ → R) where
  toFun f n := qNum q (n + 1) * f (n + 1)
  map_add' f g := by
    funext n
    simp only [Pi.add_apply]
    ring
  map_smul' c f := by
    funext n
    simp only [Pi.smul_apply, smul_eq_mul, RingHom.id_apply]
    ring

/-- The raising operator on number-state amplitudes, taking state `n` to state `n + 1`. -/
def raise : Module.End R (ℕ → R) where
  toFun f n := match n with
    | 0 => 0
    | k + 1 => f k
  map_add' f g := by
    funext n
    cases n <;> simp
  map_smul' c f := by
    funext n
    cases n <;> simp

/-- The vacuum expectation: the amplitude of state `0` after an operator acts on state `0`. -/
def vac : Module.End R (ℕ → R) →ₗ[R] R where
  toFun T := T (Pi.single 0 1) 0
  map_add' _ _ := rfl
  map_smul' _ _ := rfl

/-- The operators `lower q` and `raise` with the functional `vac` satisfy the `q`-commutation
relation and the vacuum conditions for every `q`. -/
theorem sixth_moment_witness (q : R) :
    lower q * raise - q • (raise * lower q) = 1 ∧ vac (1 : Module.End R (ℕ → R)) = 1 ∧
      (∀ T, vac (T * lower q) = 0) ∧ (∀ T : Module.End R (ℕ → R), vac (raise * T) = 0) := by
  refine ⟨?_, ?_, ?_, fun _ => rfl⟩
  · refine LinearMap.ext fun f => funext fun n => ?_
    cases n with
    | zero =>
      change qNum q 1 * f 0 - q * 0 = f 0
      simp [qNum]
    | succ k =>
      change qNum q (k + 1 + 1) * f (k + 1) - q * (qNum q (k + 1) * f (k + 1)) = f (k + 1)
      have hq : qNum q (k + 1 + 1) = q * qNum q (k + 1) + 1 := geom_sum_succ
      rw [hq]
      ring
  · change (Pi.single 0 1 : ℕ → R) 0 = 1
    simp
  · intro T
    -- the lowering operator annihilates the vacuum
    have h0 : lower q (Pi.single 0 1) = 0 := by
      funext n
      change qNum q (n + 1) * (Pi.single 0 1 : ℕ → R) (n + 1) = 0
      simp
    change T (lower q (Pi.single 0 1)) 0 = 0
    rw [h0, map_zero]
    rfl

end Fock

end QWickSixthMoment
```

```lean
#print axioms QWickSixthMoment.sixth_moment
-- 'QWickSixthMoment.sixth_moment' depends on axioms: [propext, Classical.choice, Quot.sound]
```

**How the proof follows the calculation.** `crossing_census` enumerates the pairings by `decide +kernel`, and `pairing_sum` turns the counts 5, 6, 3, 1 into the polynomial. `move_past` is the commutation rule inside a longer word. In `field_cube`, `simp` applies it until the words are normal ordered, and `module` collects the coefficients. `three_quanta` evaluates ω(a³b³) in the same way.

In `sixth_moment`, `hz` and `hy` separate the vanishing parts of the left and right cubes, `split` multiplies the cubes, and `expand` produces the four products. `h31`, `h13` and `h11` supply the remaining values, and `ring` adds them up. For the witness, the commutation relation reduces to [n + 1] = q[n] + 1, where [n] is `qNum q n`.
